# A Landau–Pollak bound: in a pure state, the probabilities of outcomes \(u\) and \(v\) sum to at most \(1+|\langle u,v\rangle|\)

To ask how nearly certain one quantum state can make two outcomes of different measurements, we must choose what an outcome is: here it is a unit vector or, if degenerate, an orthogonal projector. The observables to which the outcomes belong are left out.

```lean
import Mathlib

open scoped InnerProductSpace

namespace LandauPollak

variable {E : Type*} [NormedAddCommGroup E] [InnerProductSpace ℂ E]

/-- The Born probability `|⟨u,ψ⟩|²` of finding the unit state `ψ` in the unit state `u`. -/
noncomputable def outcomeProb (u ψ : E) : ℝ := ‖⟪u, ψ⟫_ℂ‖ ^ 2

/-- An orthogonal projector: a linear map that is idempotent and symmetric. -/
def IsProjector (P : E →ₗ[ℂ] E) : Prop :=
  (∀ x, P (P x) = P x) ∧ ∀ x y, ⟪P x, y⟫_ℂ = ⟪x, P y⟫_ℂ

/-- The map `|u⟩⟨u|`, which sends `x` to `⟨u,x⟩ u`. -/
noncomputable def rayProjector (u : E) : E →ₗ[ℂ] E where
  toFun x := ⟪u, x⟫_ℂ • u
  map_add' x y := by rw [inner_add_right, add_smul]
  map_smul' c x := by rw [inner_smul_right, mul_smul, RingHom.id_apply]

/-- Let `x` and `y` satisfy `Re⟨x,ψ⟩ = ‖x‖²` and `Re⟨y,ψ⟩ = ‖y‖²` for a unit vector `ψ`.
If `|⟨x,y⟩| ≤ c ‖x‖ ‖y‖` with `c ≥ 0`, then `‖x‖² + ‖y‖² ≤ 1 + c`. -/
theorem components_bound {x y ψ : E} {c : ℝ} (hψ : ‖ψ‖ = 1) (hc : 0 ≤ c)
    (hx : (⟪x, ψ⟫_ℂ).re = ‖x‖ ^ 2) (hy : (⟪y, ψ⟫_ℂ).re = ‖y‖ ^ 2)
    (h : ‖⟪x, y⟫_ℂ‖ ≤ c * (‖x‖ * ‖y‖)) : ‖x‖ ^ 2 + ‖y‖ ^ 2 ≤ 1 + c := by
  -- Cauchy-Schwarz for `x + y` against the state
  have h1 : ‖x‖ ^ 2 + ‖y‖ ^ 2 ≤ ‖x + y‖ := by
    have h2 := (Complex.re_le_norm ⟪x + y, ψ⟫_ℂ).trans (norm_inner_le_norm (x + y) ψ)
    rw [inner_add_left, Complex.add_re, hx, hy, hψ, mul_one] at h2
    exact h2
  have h3 : ‖x + y‖ ^ 2 = ‖x‖ ^ 2 + 2 * (⟪x, y⟫_ℂ).re + ‖y‖ ^ 2 :=
    norm_add_sq (𝕜 := ℂ) x y
  have h4 := (Complex.re_le_norm ⟪x, y⟫_ℂ).trans h
  have h5 : 0 ≤ c * (‖x‖ - ‖y‖) ^ 2 := mul_nonneg hc (sq_nonneg _)
  have h6 : (‖x‖ ^ 2 + ‖y‖ ^ 2) ^ 2 ≤ ‖x + y‖ ^ 2 :=
    pow_le_pow_left₀ (by positivity) h1 2
  -- the sum `S` obeys `S² ≤ (1 + c) S`
  have h7 : (‖x‖ ^ 2 + ‖y‖ ^ 2) ^ 2 ≤ (1 + c) * (‖x‖ ^ 2 + ‖y‖ ^ 2) := by
    linarith
  by_contra hlt
  have h8 := not_le.mp hlt
  have h9 : 0 < ‖x‖ ^ 2 + ‖y‖ ^ 2 := by linarith
  have h10 := mul_lt_mul_of_pos_right h8 h9
  linarith [sq (‖x‖ ^ 2 + ‖y‖ ^ 2)]

/-- For orthogonal projectors `P`, `Q` of any rank whose ranges have overlap at most `c ≥ 0`,
the probabilities of the two outcomes in a unit state sum to at most `1 + c`. -/
theorem projector_bound {P Q : E →ₗ[ℂ] E} (hP : IsProjector P) (hQ : IsProjector Q)
    {c : ℝ} (hc : 0 ≤ c)
    (h : ∀ x y, P x = x → Q y = y → ‖⟪x, y⟫_ℂ‖ ≤ c * (‖x‖ * ‖y‖))
    {ψ : E} (hψ : ‖ψ‖ = 1) : ‖P ψ‖ ^ 2 + ‖Q ψ‖ ^ 2 ≤ 1 + c := by
  have key : ∀ R : E →ₗ[ℂ] E, IsProjector R → (⟪R ψ, ψ⟫_ℂ).re = ‖R ψ‖ ^ 2 := by
    intro R hR
    have h1 := hR.2 (R ψ) ψ
    rw [hR.1] at h1
    rw [h1]
    exact inner_self_eq_norm_sq (𝕜 := ℂ) (R ψ)
  exact components_bound hψ hc (key P hP) (key Q hQ) (h _ _ (hP.1 ψ) (hQ.1 ψ))

/-- For unit vectors `u`, `v` the maps `|u⟩⟨u|` and `|v⟩⟨v|` are orthogonal projectors
whose ranges have overlap at most `|⟨u,v⟩|`. -/
theorem projector_bound_witness {u v : E} (hu : ‖u‖ = 1) (hv : ‖v‖ = 1) :
    IsProjector (rayProjector u) ∧ IsProjector (rayProjector v) ∧
      ∀ x y, rayProjector u x = x → rayProjector v y = y →
        ‖⟪x, y⟫_ℂ‖ ≤ ‖⟪u, v⟫_ℂ‖ * (‖x‖ * ‖y‖) := by
  have proj : ∀ a : E, ‖a‖ = 1 → IsProjector (rayProjector a) := by
    intro a ha
    have haa : ⟪a, a⟫_ℂ = 1 := by
      rw [inner_self_eq_norm_sq_to_K, ha]
      simp
    constructor
    · intro x
      change ⟪a, ⟪a, x⟫_ℂ • a⟫_ℂ • a = ⟪a, x⟫_ℂ • a
      rw [inner_smul_right, haa, mul_one]
    · intro x y
      change ⟪⟪a, x⟫_ℂ • a, y⟫_ℂ = ⟪x, ⟪a, y⟫_ℂ • a⟫_ℂ
      rw [inner_smul_left, inner_smul_right, inner_conj_symm, mul_comm]
  have len : ∀ a x : E, ‖a‖ = 1 → ⟪a, x⟫_ℂ • a = x → ‖x‖ = ‖⟪a, x⟫_ℂ‖ := by
    intro a x ha hx
    have h1 := congrArg norm hx
    rw [norm_smul, ha, mul_one] at h1
    exact h1.symm
  refine ⟨proj u hu, proj v hv, ?_⟩
  intro x y hx hy
  have hx' : ⟪u, x⟫_ℂ • u = x := hx
  have hy' : ⟪v, y⟫_ℂ • v = y := hy
  have e : ⟪x, y⟫_ℂ = (starRingEnd ℂ) ⟪u, x⟫_ℂ * (⟪v, y⟫_ℂ * ⟪u, v⟫_ℂ) := by
    rw [← inner_smul_right, ← inner_smul_left, hx', hy']
  rw [e, norm_mul, norm_mul, RCLike.norm_conj, len u x hu hx', len v y hv hy']
  apply le_of_eq
  ring

/-- Landau-Pollak type bound: for unit vectors `u`, `v`, `ψ` the probabilities of the
outcomes `u` and `v` in the state `ψ` sum to at most `1 + |⟨u,v⟩|`. -/
theorem landau_pollak_sum {u v ψ : E} (hu : ‖u‖ = 1) (hv : ‖v‖ = 1) (hψ : ‖ψ‖ = 1) :
    outcomeProb u ψ + outcomeProb v ψ ≤ 1 + ‖⟪u, v⟫_ℂ‖ := by
  obtain ⟨hP, hQ, h⟩ := projector_bound_witness hu hv
  have h1 := projector_bound hP hQ (norm_nonneg _) h hψ
  change ‖⟪u, ψ⟫_ℂ • u‖ ^ 2 + ‖⟪v, ψ⟫_ℂ • v‖ ^ 2 ≤ _ at h1
  rw [norm_smul, norm_smul, hu, hv, mul_one, mul_one] at h1
  exact h1

/-- If a unit state gives each of two unit outcome vectors `u`, `v` a probability of at
least `1 - ε`, then `1 - |⟨u,v⟩| ≤ 2ε`. -/
theorem joint_certainty {u v ψ : E} {ε : ℝ} (hu : ‖u‖ = 1) (hv : ‖v‖ = 1)
    (hψ : ‖ψ‖ = 1) (h1 : 1 - ε ≤ outcomeProb u ψ) (h2 : 1 - ε ≤ outcomeProb v ψ) :
    1 - ‖⟪u, v⟫_ℂ‖ ≤ 2 * ε := by
  linarith [landau_pollak_sum hu hv hψ]

/-- For any unit vectors `u`, `v` there is a unit state whose two outcome probabilities
sum to exactly `1 + |⟨u,v⟩|`. -/
theorem landau_pollak_attained {u v : E} (hu : ‖u‖ = 1) (hv : ‖v‖ = 1) :
    ∃ ψ : E, ‖ψ‖ = 1 ∧ outcomeProb u ψ + outcomeProb v ψ = 1 + ‖⟪u, v⟫_ℂ‖ := by
  -- a phase that makes the overlap real and nonnegative
  obtain ⟨z, hz, hzg⟩ : ∃ z : ℂ, ‖z‖ = 1 ∧ z * ⟪u, v⟫_ℂ = (‖⟪u, v⟫_ℂ‖ : ℂ) := by
    rcases eq_or_ne ⟪u, v⟫_ℂ 0 with h | h
    · exact ⟨1, by simp, by simp [h]⟩
    · exact ⟨(‖⟪u, v⟫_ℂ‖ : ℂ) / ⟪u, v⟫_ℂ, by
        rw [norm_div, Complex.norm_real, norm_norm, div_self (norm_ne_zero_iff.2 h)],
        div_mul_cancel₀ _ h⟩
  have hr : 0 ≤ ‖⟪u, v⟫_ℂ‖ := norm_nonneg _
  generalize ‖⟪u, v⟫_ℂ‖ = r at hzg hr ⊢
  have one : ∀ a : E, ‖a‖ = 1 → ⟪a, a⟫_ℂ = 1 := by
    intro a ha
    rw [inner_self_eq_norm_sq_to_K, ha]
    simp
  have hv' : ‖z • v‖ = 1 := by rw [norm_smul, hz, hv, mul_one]
  have huv : ⟪u, z • v⟫_ℂ = (r : ℂ) := by rw [inner_smul_right, hzg]
  have hvu : ⟪z • v, u⟫_ℂ = (r : ℂ) := by
    rw [← inner_conj_symm, huv, Complex.conj_ofReal]
  have hnr : ‖(1 : ℂ) + (r : ℂ)‖ = 1 + r := by
    rw [← Complex.ofReal_one, ← Complex.ofReal_add, Complex.norm_real,
      Real.norm_of_nonneg (by linarith)]
  -- the bisecting vector and its overlaps
  obtain ⟨w, hw⟩ : ∃ w, w = u + z • v := ⟨_, rfl⟩
  have hwn : ‖w‖ ^ 2 = 2 * (1 + r) := by
    have h1 : ‖u + z • v‖ ^ 2 = ‖u‖ ^ 2 + 2 * (⟪u, z • v⟫_ℂ).re + ‖z • v‖ ^ 2 :=
      norm_add_sq (𝕜 := ℂ) u (z • v)
    rw [hw, h1, huv, hu, hv', Complex.ofReal_re]
    ring
  have huw : ‖⟪u, w⟫_ℂ‖ = 1 + r := by
    rw [hw, inner_add_right, one u hu, huv, hnr]
  have hvw : ‖⟪v, w⟫_ℂ‖ = 1 + r := by
    have h1 : ‖⟪z • v, w⟫_ℂ‖ = 1 + r := by
      rw [hw, inner_add_right, one _ hv', hvu, add_comm, hnr]
    rwa [inner_smul_left, norm_mul, RCLike.norm_conj, hz, one_mul] at h1
  have hw0 : ‖w‖ ≠ 0 := by
    intro h0
    rw [h0] at hwn
    linarith
  have hs : ‖((‖w‖⁻¹ : ℝ) : ℂ)‖ = ‖w‖⁻¹ := by
    rw [Complex.norm_real, Real.norm_of_nonneg (by positivity)]
  refine ⟨((‖w‖⁻¹ : ℝ) : ℂ) • w, ?_, ?_⟩
  · rw [norm_smul, hs, inv_mul_cancel₀ hw0]
  · unfold outcomeProb
    rw [inner_smul_right, inner_smul_right, norm_mul, norm_mul, hs, huw, hvw,
      mul_pow, inv_pow, hwn]
    have h2 : 1 + r ≠ 0 := by linarith
    field_simp
    try ring

/-- For unit vectors, `|⟨u,v⟩ - ⟨u,ψ⟩⟨ψ,v⟩|²` is at most the product of the probabilities
that the outcomes `u` and `v` do not occur in the state `ψ`. -/
theorem residual_overlap {u v ψ : E} (hu : ‖u‖ = 1) (hv : ‖v‖ = 1) (hψ : ‖ψ‖ = 1) :
    ‖⟪u, v⟫_ℂ - ⟪u, ψ⟫_ℂ * ⟪ψ, v⟫_ℂ‖ ^ 2 ≤
      (1 - outcomeProb u ψ) * (1 - outcomeProb v ψ) := by
  have hp : ⟪ψ, ψ⟫_ℂ = 1 := by
    rw [inner_self_eq_norm_sq_to_K, hψ]
    simp
  -- overlap of the components orthogonal to the state
  have key : ∀ a b : E, ⟪a - ⟪ψ, a⟫_ℂ • ψ, b - ⟪ψ, b⟫_ℂ • ψ⟫_ℂ
      = ⟪a, b⟫_ℂ - ⟪a, ψ⟫_ℂ * ⟪ψ, b⟫_ℂ := by
    intro a b
    rw [inner_sub_left, inner_sub_right, inner_sub_right, inner_smul_left,
      inner_smul_left, inner_smul_right, inner_smul_right, inner_conj_symm, hp]
    ring
  have rs : ∀ a : E, (⟪a, a⟫_ℂ).re = ‖a‖ ^ 2 :=
    fun a => inner_self_eq_norm_sq (𝕜 := ℂ) a
  have hn : ∀ a : E, ‖a‖ = 1 → ‖a - ⟪ψ, a⟫_ℂ • ψ‖ ^ 2 = 1 - outcomeProb a ψ := by
    intro a ha
    have hm : ⟪a, ψ⟫_ℂ * ⟪ψ, a⟫_ℂ = ((outcomeProb a ψ : ℝ) : ℂ) := by
      rw [← inner_conj_symm ψ a, Complex.mul_conj, Complex.normSq_eq_norm_sq]
      rfl
    rw [← rs, key, hm, Complex.sub_re, Complex.ofReal_re, rs, ha, one_pow]
  rw [← key, ← hn u hu, ← hn v hv, ← mul_pow]
  exact pow_le_pow_left₀ (norm_nonneg _) (norm_inner_le_norm _ _) 2

/-- Landau-Pollak inequality in angle form: for unit vectors, the angle between `u` and `v`
is at most the sum of their angles to `ψ`, each angle being the arccosine of `|⟨·,·⟩|`. -/
theorem landau_pollak_angle {u v ψ : E} (hu : ‖u‖ = 1) (hv : ‖v‖ = 1) (hψ : ‖ψ‖ = 1) :
    Real.arccos ‖⟪u, v⟫_ℂ‖ ≤ Real.arccos ‖⟪u, ψ⟫_ℂ‖ + Real.arccos ‖⟪v, ψ⟫_ℂ‖ := by
  have le1 : ∀ a : E, ‖a‖ = 1 → ‖⟪a, ψ⟫_ℂ‖ ≤ 1 := by
    intro a ha
    have h := norm_inner_le_norm (𝕜 := ℂ) a ψ
    rwa [ha, hψ, mul_one] at h
  have ha0 := norm_nonneg ⟪u, ψ⟫_ℂ
  have hb0 := norm_nonneg ⟪v, ψ⟫_ℂ
  have ha1 := le1 u hu
  have hb1 := le1 v hv
  have h1 := Real.sqrt_le_sqrt (residual_overlap hu hv hψ)
  unfold outcomeProb at h1
  rw [Real.sqrt_sq (norm_nonneg _), Real.sqrt_mul (by nlinarith)] at h1
  have h2 := norm_sub_norm_le (⟪u, ψ⟫_ℂ * ⟪ψ, v⟫_ℂ) ⟪u, v⟫_ℂ
  rw [norm_sub_rev, norm_mul, norm_inner_symm ψ v] at h2
  -- the cosine of the summed angles is at most the overlap
  have h3 : Real.cos (Real.arccos ‖⟪u, ψ⟫_ℂ‖ + Real.arccos ‖⟪v, ψ⟫_ℂ‖)
      ≤ ‖⟪u, v⟫_ℂ‖ := by
    rw [Real.cos_add, Real.cos_arccos (by linarith) ha1,
      Real.cos_arccos (by linarith) hb1, Real.sin_arccos, Real.sin_arccos]
    linarith
  have h4 := Real.antitone_arccos h3
  rwa [Real.arccos_cos
    (add_nonneg (Real.arccos_nonneg _) (Real.arccos_nonneg _))
    (by linarith [Real.arccos_le_pi_div_two.2 ha0, Real.arccos_le_pi_div_two.2 hb0])] at h4

end LandauPollak
```

```lean
#print axioms LandauPollak.landau_pollak_sum
#print axioms LandauPollak.joint_certainty
#print axioms LandauPollak.landau_pollak_attained
#print axioms LandauPollak.landau_pollak_angle
```

```
'LandauPollak.landau_pollak_sum' depends on axioms: [propext, Classical.choice, Quot.sound]
'LandauPollak.joint_certainty' depends on axioms: [propext, Classical.choice, Quot.sound]
'LandauPollak.landau_pollak_attained' depends on axioms: [propext, Classical.choice, Quot.sound]
'LandauPollak.landau_pollak_angle' depends on axioms: [propext, Classical.choice, Quot.sound]
```

## States, outcomes and overlaps

The space `E` is any complex inner-product space; neither finite dimension nor completeness is assumed. The inner product is conjugate-linear in its first argument. A pure state is a vector \(\psi\) with \(\|\psi\|=1\), and `outcomeProb u ψ` is the Born probability \(|\langle u,\psi\rangle|^2\).

A degenerate outcome is a linear map \(P\) satisfying `IsProjector`, with probability \(\|P\psi\|^2\). For two such outcomes \(P,Q\), `projector_bound` assumes a number \(c\ge 0\) with \(|\langle x,y\rangle|\le c\|x\|\|y\|\) whenever \(Px=x\) and \(Qy=y\). Physically, \(c\) limits the overlap between a state certain to give the first outcome and one certain to give the second.

For pure states, `landau_pollak_sum` is thus a limit on preparation: if \(|\langle u,v\rangle|<1\), no state makes both outcomes certain. `joint_certainty` quantifies this: if both probabilities are at least \(1-\varepsilon\), then \(2-2\varepsilon\le 1+|\langle u,v\rangle|\), so \(1-|\langle u,v\rangle|\le 2\varepsilon\).

The usual Landau–Pollak relation concerns the most probable outcomes of two observables and the largest overlap between their eigenbases, whereas here the pair \(u,v\) is fixed in advance. Mixed states are not treated. Identifying the squared overlaps with frequencies measured on separate, identically prepared systems is a physical assumption.

## From projected states to the sum bound

Put \(x=P\psi\), \(y=Q\psi\) and \(S=\|x\|^2+\|y\|^2\). Idempotence and symmetry give
\[
\langle x,\psi\rangle=\langle P(P\psi),\psi\rangle=\langle P\psi,P\psi\rangle=\|x\|^2,
\]
and likewise for \(y\); this is `key` in `projector_bound`. The rest is `components_bound`. By Cauchy–Schwarz,
\[
S=\operatorname{Re}\langle x+y,\psi\rangle\le\|x+y\|.
\]
Since \(2\|x\|\|y\|\le S\),
\[
\|x+y\|^2=S+2\operatorname{Re}\langle x,y\rangle\le S+2c\|x\|\|y\|\le(1+c)S.
\]
Hence \(S^2\le(1+c)S\). If \(S=0\) the bound is immediate; otherwise divide by \(S\). Lean instead supposes \(S>1+c\), multiplies by the positive \(S\) and reaches a contradiction.

For single vectors, `rayProjector u` sends \(x\) to \(\langle u,x\rangle u\). If \(x=\langle u,x\rangle u\) and \(y=\langle v,y\rangle v\), then
\[
|\langle x,y\rangle|=|\langle u,x\rangle|\,|\langle v,y\rangle|\,|\langle u,v\rangle|=\|x\|\|y\|\,|\langle u,v\rangle|.
\]
So `projector_bound_witness` supplies \(c=|\langle u,v\rangle|\), and `landau_pollak_sum` follows because the projected state has norm \(|\langle u,\psi\rangle|\).

## The state that reaches the bound

Let \(r=|\langle u,v\rangle|\) and choose a phase \(z\) with \(z\langle u,v\rangle=r\), taking \(z=1\) if \(r=0\). For \(w=u+zv\),
\[
\|w\|^2=2(1+r),\qquad |\langle u,w\rangle|=|\langle v,w\rangle|=1+r.
\]
The unit state \(\psi=w/\|w\|\) gives each outcome probability \((1+r)^2/(2(1+r))=(1+r)/2\), and these sum to \(1+r\). This is `landau_pollak_attained`.

For spin-½, take \(u\) as spin up along \(z\) and \(v\) as spin up along \(x\). Then \(r=1/\sqrt2\approx0.707\), and the bound is about \(1.707\). The state \(\psi=u\) gives \(1+0.5=1.5\). Spin up along the direction halfway between the axes gives \(\cos^2 22.5^\circ\approx0.854\) twice, which reaches the bound.

Normalisation of \(\psi\) matters: for \(u=v\) and \(\psi=tu\) with \(t>1\), the left side is \(2t^2\) and the right side is \(2\). The example shows that \(\|\psi\|\le1\) is needed, not that the norm must equal one.

## The angle form

Remove from \(u\) and \(v\) their components along \(\psi\): \(u_\perp=u-\langle\psi,u\rangle\psi\), and similarly \(v_\perp\). Then
\[
\|u_\perp\|^2=1-|\langle u,\psi\rangle|^2,\qquad
\langle u_\perp,v_\perp\rangle=\langle u,v\rangle-\langle u,\psi\rangle\langle\psi,v\rangle,
\]
with the same norm formula for \(v_\perp\). Cauchy–Schwarz gives `residual_overlap`.

Write \(|\langle u,\psi\rangle|=\cos\alpha\) and \(|\langle v,\psi\rangle|=\cos\beta\), with \(\alpha,\beta\in[0,\pi/2]\). Taking square roots and using the reverse triangle inequality,
\[
\cos\alpha\cos\beta-r\le\sin\alpha\sin\beta,
\]
so \(\cos(\alpha+\beta)\le r\). Arccosine is decreasing and \(\alpha+\beta\in[0,\pi]\), hence \(\arccos r\le\alpha+\beta\), as `landau_pollak_angle` states.
